# Derivatives of homogeneous functions and the Gibbs–Duhem relation at fixed temperature and pressure

A formal statement of the scaling law \(f(tx)=t^k f(x)\) has to fix which factors \(t\) and which states \(x\) it covers. The factors are real and positive, so that \(t^k\) has a meaning for every real degree \(k\). The states form an open cone \(U\), an open set closed under positive scaling. This admits the space without its origin, the compositions in which every species has a positive amount, and the configurations of point charges in which no two coincide. The function \(f:E\to F\) maps between real normed spaces of any dimension.

```lean
import Mathlib

open Filter Topology

namespace HomogeneousScaling

noncomputable section

variable {E F : Type*} [NormedAddCommGroup E] [NormedSpace ℝ E]
  [NormedAddCommGroup F] [NormedSpace ℝ F]

/-- A set of states is a cone if it is closed under scaling by positive factors. -/
def IsCone (U : Set E) : Prop := ∀ t : ℝ, 0 < t → ∀ x ∈ U, t • x ∈ U

/-- `f` is homogeneous of degree `k` on `U`: `f (t x) = t ^ k f x` for `t > 0` and `x` in `U`. -/
def HomogeneousOn (U : Set E) (k : ℝ) (f : E → F) : Prop :=
  ∀ t : ℝ, 0 < t → ∀ x ∈ U, f (t • x) = t ^ k • f x
```

The derivative \(Df(x)\), `fderiv ℝ f x`, is a continuous linear map \(E\to F\). The second derivative is the derivative of \(y\mapsto Df(y)\), and `hess f x a b` is \(D^2f(x)(a,b)\), the rate of change of \(Df(y)(b)\) as \(y\) leaves \(x\) along \(a\). Symmetry in \(a,b\) is never used.

```lean
/-- The second derivative `D²f(x)`, the derivative of `y ↦ Df(y)` at `x`. -/
def hess (f : E → F) (x : E) : E →L[ℝ] E →L[ℝ] F := fderiv ℝ (fderiv ℝ f) x
```

## First derivative

Differentiate the scaling law in \(t\). The left side gives \(Df(tx)(x)\), the right side \(k\,t^{k-1}f(x)\), and at \(t=1\)
\[ Df(x)(x)=k\,f(x). \]
In `euler`, `h1` and `h2` are the two derivatives, `he` says that the two sides agree for \(t\) near 1, and uniqueness of the derivative equates them. Differentiability is needed at \(x\) only. For the Coulomb energy \(V\) of classical point charges, of degree \(-1\) in all positions \(x\) together, the identity reads \(x\cdot\nabla V=-V\), the pointwise ingredient of the virial theorem, with no expectation values or time averages involved.

```lean
/-- Euler's theorem: a function homogeneous of degree `k` and differentiable at `x`
satisfies `Df(x)(x) = k f(x)`. -/
theorem euler {U : Set E} {k : ℝ} {f : E → F} (h : HomogeneousOn U k f) {x : E} (hx : x ∈ U)
    (hf : DifferentiableAt ℝ f x) : fderiv ℝ f x x = k • f x := by
  -- differentiate `f (t x) = t ^ k f x` with respect to `t` at `t = 1`
  have hl : HasDerivAt (fun t : ℝ => t • x) x 1 := by
    simpa using (hasDerivAt_id (1 : ℝ)).smul_const x
  have h1 := hf.hasFDerivAt.comp_hasDerivAt_of_eq (1 : ℝ) hl (one_smul ℝ x).symm
  have h2 : HasDerivAt (fun t : ℝ => t ^ k • f x) (k • f x) 1 := by
    simpa using
      (Real.hasDerivAt_rpow_const (x := 1) (p := k) (Or.inl one_ne_zero)).smul_const (f x)
  have he : (f ∘ fun t : ℝ => t • x) =ᶠ[𝓝 1] fun t : ℝ => t ^ k • f x := by
    filter_upwards [lt_mem_nhds (zero_lt_one : (0 : ℝ) < 1)] with t ht
    exact h t ht x hx
  exact h1.unique (h2.congr_of_eventuallyEq he)
```

Now fix \(t\) and differentiate \(f(ty)=t^kf(y)\) in \(y\) at \(x\), along a direction \(v\). The chain rule gives
\[ t\,Df(tx)(v)=t^k\,Df(x)(v), \qquad\text{so}\qquad Df(tx)=t^{k-1}Df(x). \]
It is easy to confuse \(Df\) evaluated at \(tx\) with the derivative of \(y\mapsto f(ty)\); that loses the factor \(t\) and gives \(Df\) the wrong degree \(k\). The factor enters through `hl`, and `hv` is the first equation. Openness makes the law hold for all \(y\) near \(x\), and `hC` puts \(tx\) in \(U\), where \(f\) is differentiable.

```lean
/-- On an open cone, the derivative of a differentiable function of degree `k` is
homogeneous of degree `k - 1`. -/
theorem fderiv_homogeneous {U : Set E} (hU : IsOpen U) (hC : IsCone U) {k : ℝ} {f : E → F}
    (h : HomogeneousOn U k f) (hf : ∀ y ∈ U, DifferentiableAt ℝ f y) :
    HomogeneousOn U (k - 1) (fderiv ℝ f) := by
  intro t ht x hx
  -- differentiate `f (t y) = t ^ k f y` with respect to `y`
  have hl : HasFDerivAt (fun y : E => t • y) (t • ContinuousLinearMap.id ℝ E) x :=
    (hasFDerivAt_id x).const_smul t
  have h1 := HasFDerivAt.comp (f := fun y : E => t • y) x (hf _ (hC t ht x hx)).hasFDerivAt hl
  have h2 : HasFDerivAt (fun y => t ^ k • f y) (t ^ k • fderiv ℝ f x) x :=
    (hf x hx).hasFDerivAt.const_smul (t ^ k)
  have he : (f ∘ fun y : E => t • y) =ᶠ[𝓝 x] fun y => t ^ k • f y := by
    filter_upwards [hU.mem_nhds hx] with y hy
    exact h t ht y hy
  have key := h1.unique (h2.congr_of_eventuallyEq he)
  ext v
  have hv : t • fderiv ℝ f (t • x) v = t ^ k • fderiv ℝ f x v := by
    simpa using DFunLike.congr_fun key v
  -- divide by `t`
  show _ = t ^ (k - 1) • fderiv ℝ f x v
  rw [Real.rpow_sub_one ht.ne', div_eq_inv_mul, mul_smul, ← hv, inv_smul_smul₀ ht.ne']
```

## Second derivative

The step allows any target space, so it applies to \(Df\) itself: \(D^2f(tx)=t^{k-2}D^2f(x)\).

```lean
/-- On an open cone, the second derivative of a twice differentiable function of degree `k`
is homogeneous of degree `k - 2`. -/
theorem hess_homogeneous {U : Set E} (hU : IsOpen U) (hC : IsCone U) {k : ℝ} {f : E → F}
    (h : HomogeneousOn U k f) (hf : ∀ y ∈ U, DifferentiableAt ℝ f y)
    (hf2 : ∀ y ∈ U, DifferentiableAt ℝ (fderiv ℝ f) y) : HomogeneousOn U (k - 2) (hess f) := by
  have hk : k - 2 = k - 1 - 1 := by ring
  rw [hk]
  exact fderiv_homogeneous hU hC (fderiv_homogeneous hU hC h hf) hf2
```

In the rest of this section \(f\) is homogeneous of degree \(k\) and differentiable on \(U\), and \(Df\) is differentiable at the point \(x\) of \(U\). Euler's identity for \(Df\), of degree \(k-1\), contracts the first slot:
\[ D^2f(x)(x,v)=(k-1)\,Df(x)(v). \]

```lean
/-- Contracting the first slot of the Hessian with the state: `D²f(x)(x, ·) = (k - 1) Df(x)`. -/
theorem hess_left {U : Set E} (hU : IsOpen U) (hC : IsCone U) {k : ℝ} {f : E → F}
    (h : HomogeneousOn U k f) (hf : ∀ y ∈ U, DifferentiableAt ℝ f y) {x : E} (hx : x ∈ U)
    (hf2 : DifferentiableAt ℝ (fderiv ℝ f) x) : hess f x x = (k - 1) • fderiv ℝ f x :=
  euler (fderiv_homogeneous hU hC h hf) hx hf2
```

For the second slot, differentiate \(Df(y)(y)=k\,f(y)\) at \(x\) along \(v\). The variable occurs twice on the left, and the product rule (`clm_apply`) gives `hv`,
\[ Df(x)(v)+D^2f(x)(v,x)=k\,Df(x)(v), \]
hence \(D^2f(x)(v,x)=(k-1)\,Df(x)(v)\).

```lean
/-- Contracting the second slot of the Hessian with the state:
`D²f(x)(v, x) = (k - 1) Df(x)(v)`. -/
theorem hess_right {U : Set E} (hU : IsOpen U) {k : ℝ} {f : E → F}
    (h : HomogeneousOn U k f) (hf : ∀ y ∈ U, DifferentiableAt ℝ f y) {x : E} (hx : x ∈ U)
    (hf2 : DifferentiableAt ℝ (fderiv ℝ f) x) (v : E) :
    hess f x v x = (k - 1) • fderiv ℝ f x v := by
  -- differentiate Euler's identity `Df(y)(y) = k f(y)` at `x`
  have hid : HasFDerivAt (fun y : E => y) (ContinuousLinearMap.id ℝ E) x := hasFDerivAt_id x
  have h1 := hf2.hasFDerivAt.clm_apply hid
  have h2 : HasFDerivAt (fun y => k • f y) (k • fderiv ℝ f x) x :=
    (hf x hx).hasFDerivAt.const_smul k
  have he : (fun y => fderiv ℝ f y y) =ᶠ[𝓝 x] fun y => k • f y := by
    filter_upwards [hU.mem_nhds hx] with y hy
    exact euler h hy (hf y hy)
  have key := h1.unique (h2.congr_of_eventuallyEq he)
  have hv : fderiv ℝ f x v + hess f x v x = k • fderiv ℝ f x v := by
    simpa [hess] using DFunLike.congr_fun key v
  rw [sub_smul, one_smul, ← hv]
  abel
```

Setting \(v=x\) and using Euler's identity gives \(D^2f(x)(x,x)=(k-1)\,Df(x)(x)=k(k-1)f(x)\).

```lean
/-- Second-order Euler identity: `D²f(x)(x, x) = k (k - 1) f(x)`. -/
theorem euler_second_order {U : Set E} (hU : IsOpen U) {k : ℝ} {f : E → F}
    (h : HomogeneousOn U k f) (hf : ∀ y ∈ U, DifferentiableAt ℝ f y) {x : E} (hx : x ∈ U)
    (hf2 : DifferentiableAt ℝ (fderiv ℝ f) x) : hess f x x x = (k * (k - 1)) • f x := by
  rw [hess_right hU h hf hx hf2, euler h hx (hf x hx), smul_smul, mul_comm]
```

A scalar multiple \((k-1)\,Df(x)\) vanishes only if the scalar or the map does, so \(D^2f(x)(x,\cdot)=0\) exactly when \(k=1\) or \(Df(x)=0\).

```lean
/-- The Hessian at `x` annihilates `x` exactly when the degree is one or `x` is stationary. -/
theorem hess_annihilates_iff {U : Set E} (hU : IsOpen U) (hC : IsCone U) {k : ℝ} {f : E → F}
    (h : HomogeneousOn U k f) (hf : ∀ y ∈ U, DifferentiableAt ℝ f y) {x : E} (hx : x ∈ U)
    (hf2 : DifferentiableAt ℝ (fderiv ℝ f) x) :
    hess f x x = 0 ↔ k = 1 ∨ fderiv ℝ f x = 0 := by
  rw [hess_left hU hC h hf hx hf2, smul_eq_zero, sub_eq_zero]
```

## The punctured space

Take \(U=\{y\neq0\}\), open by `hU` and a cone by `hC`. The hypotheses `h`, `hf`, `hf2` say that the scaling law holds at nonzero \(y\) and that \(f\) and \(Df\) are differentiable there; nothing is assumed at the origin. At nonzero \(x\) the conclusion is the scaling of \(Df\), both contractions for every \(v\), and, for \(k=1\), the vanishing of both, since the factor \(k-1\) is zero.

```lean
/-- For `f` twice differentiable away from the origin and homogeneous of degree `k`, at nonzero
`x`: `Df(t x) = t ^ (k - 1) Df(x)`, `D²f(x)(x, v) = D²f(x)(v, x) = (k - 1) Df(x)(v)`, and for
`k = 1` both contractions vanish. -/
theorem homogeneous_derivatives {k : ℝ} {f : E → F}
    (h : ∀ t : ℝ, 0 < t → ∀ y : E, y ≠ 0 → f (t • y) = t ^ k • f y)
    (hf : ∀ y : E, y ≠ 0 → DifferentiableAt ℝ f y)
    (hf2 : ∀ y : E, y ≠ 0 → DifferentiableAt ℝ (fderiv ℝ f) y) {x : E} (hx : x ≠ 0) :
    (∀ t : ℝ, 0 < t → fderiv ℝ f (t • x) = t ^ (k - 1) • fderiv ℝ f x) ∧
    (∀ v, hess f x x v = (k - 1) • fderiv ℝ f x v) ∧
    (∀ v, hess f x v x = (k - 1) • fderiv ℝ f x v) ∧
    (k = 1 → ∀ v, hess f x x v = 0 ∧ hess f x v x = 0) := by
  -- the punctured space is an open cone
  have hU : IsOpen {y : E | y ≠ 0} := isOpen_ne
  have hC : IsCone {y : E | y ≠ 0} := fun t ht y hy => smul_ne_zero ht.ne' hy
  have hh : HomogeneousOn {y : E | y ≠ 0} k f := h
  have hL : ∀ v, hess f x x v = (k - 1) • fderiv ℝ f x v := fun v =>
    DFunLike.congr_fun (hess_left hU hC hh hf hx (hf2 x hx)) v
  have hR : ∀ v, hess f x v x = (k - 1) • fderiv ℝ f x v :=
    hess_right hU hh hf hx (hf2 x hx)
  refine ⟨fun t ht => fderiv_homogeneous hU hC hh hf t ht x hx, hL, hR, fun hk v => ?_⟩
  rw [hL, hR, hk, sub_self, zero_smul]
  exact ⟨rfl, rfl⟩
```

## Gibbs–Duhem

Let \(n=(n_i)\) be the amounts of finitely many species \(i\), indexed by the type `ι`, let \(e_i\) be the unit vector `Pi.single i 1`, and let \(G(n)\) be the Gibbs energy. The chemical potential is \(\mu_i(n)=DG(n)(e_i)=\partial G/\partial n_i\).

```lean
/-- The chemical potential `μ_i(n) = ∂G/∂n_i` of species `i` at composition `n`. -/
def chemPot {ι : Type*} [Fintype ι] [DecidableEq ι] (G : (ι → ℝ) → ℝ) (i : ι) (n : ι → ℝ) : ℝ :=
  fderiv ℝ G n (Pi.single i 1)
```

Extensivity is the assumption `h` that \(G\) has degree 1 on an open set \(U\); it is not derived from a microscopic model. The theorem also assumes that \(G\) is differentiable on \(U\) (`hG`) and that \(DG\) is differentiable at \(n\) (`hG2`). Since \(n=\sum_i n_ie_i\) (`hsum`), every continuous linear form \(L\) has \(L(n)=\sum_i n_iL(e_i)\) (`hL`). With \(L=DG(n)\) and Euler's identity,
\[ G(n)=DG(n)(n)=\sum_i n_i\,\mu_i(n). \]
The change of \(\mu_i\) along a change \(v\) of composition is \(d\mu_i(v)=D^2G(n)(v,e_i)\) (`hmu`), so with \(L=D^2G(n)(v,\cdot)\)
\[ \sum_i n_i\,d\mu_i(v)=D^2G(n)(v,n)=(1-1)\,DG(n)(v)=0 . \]
The state sits in the second slot, which is why `hess_right` is used. Temperature and pressure are not arguments of \(G\), so the entropy and volume terms of the full Gibbs–Duhem relation are absent: the variations are those at fixed temperature and pressure. For a single species the two statements read \(G=n\mu\) and \(n\,d\mu(v)=0\), so at \(n\neq0\) the chemical potential, the molar Gibbs energy \(G/n\), has zero derivative with respect to the amount.

```lean
/-- Euler and Gibbs-Duhem relations: for `G` homogeneous of degree one in the amounts `n`,
`G = ∑ n_i μ_i` and `∑ n_i dμ_i = 0` along every change `v` of composition. -/
theorem gibbs_duhem {ι : Type*} [Fintype ι] [DecidableEq ι] {U : Set (ι → ℝ)} (hU : IsOpen U)
    {G : (ι → ℝ) → ℝ} (h : HomogeneousOn U 1 G) (hG : ∀ y ∈ U, DifferentiableAt ℝ G y)
    {n : ι → ℝ} (hn : n ∈ U) (hG2 : DifferentiableAt ℝ (fderiv ℝ G) n) :
    G n = ∑ i, n i * chemPot G i n ∧ ∀ v, ∑ i, n i * fderiv ℝ (chemPot G i) n v = 0 := by
  have hsum : ∑ i, n i • (Pi.single i (1 : ℝ) : ι → ℝ) = n := by
    ext j
    simp [Finset.sum_apply, Pi.single_apply]
  -- a linear form on `n` is the sum over its components
  have hL : ∀ L : (ι → ℝ) →L[ℝ] ℝ, ∑ i, n i * L (Pi.single i 1) = L n := by
    intro L
    calc ∑ i, n i * L (Pi.single i 1) = L (∑ i, n i • (Pi.single i (1 : ℝ) : ι → ℝ)) := by
          rw [map_sum]
          simp only [map_smul, smul_eq_mul]
      _ = L n := by rw [hsum]
  constructor
  · simp only [chemPot]
    rw [hL, euler h hn (hG n hn), one_smul]
  · intro v
    -- the variation of `μ_i` is an entry of the Hessian
    have hmu : ∀ i, fderiv ℝ (chemPot G i) n v = hess G n v (Pi.single i 1) := by
      intro i
      have hd0 := hG2.hasFDerivAt.clm_apply
        (hasFDerivAt_const (Pi.single i (1 : ℝ) : ι → ℝ) n)
      have hd : fderiv ℝ (chemPot G i) n = _ := hd0.fderiv
      rw [hd]
      simp [hess]
    simp only [hmu]
    rw [hL, hess_right hU h hG hn hG2, sub_self, zero_smul]
```

## An example of degree one

The kinetic energy \(K=P^2/(2M)\) of a body with momentum \(P\) (`p.1`) in one dimension and mass \(M\) (`p.2`) satisfies \((tP)^2/(2tM)=t\,K\).

```lean
/-- The kinetic energy `P² / (2 M)` as a function of the pair (momentum, mass). -/
def kineticEnergy (p : ℝ × ℝ) : ℝ := p.1 ^ 2 / (2 * p.2)
```

The half plane \(M>0\) is an open cone, `field_simp` checks the scaling, and `hc` shows that the quotient is twice continuously differentiable there, which supplies the hypotheses of the cone theorems with \(k=1\). The explicit Hessian is not computed in Lean; written out, its rows are \((1/M,\,-P/M^2)\) and \((-P/M^2,\,P^2/M^3)\), a nonzero matrix that sends \((P,M)\) to zero.

```lean
/-- The half plane of positive mass is an open cone on which `P² / (2 M)` is homogeneous of
degree one and twice differentiable. -/
theorem homogeneous_witness :
    IsOpen {p : ℝ × ℝ | 0 < p.2} ∧ IsCone {p : ℝ × ℝ | 0 < p.2} ∧
    HomogeneousOn {p : ℝ × ℝ | 0 < p.2} 1 kineticEnergy ∧
    ∀ p ∈ {p : ℝ × ℝ | 0 < p.2}, DifferentiableAt ℝ kineticEnergy p ∧
      DifferentiableAt ℝ (fderiv ℝ kineticEnergy) p := by
  refine ⟨isOpen_lt continuous_const continuous_snd, fun t ht p hp => mul_pos ht hp,
    fun t ht p hp => ?_, fun p hp => ?_⟩
  · have hp' : p.2 ≠ 0 := ne_of_gt hp
    have ht' : t ≠ 0 := ht.ne'
    simp only [kineticEnergy, Prod.smul_fst, Prod.smul_snd, smul_eq_mul, Real.rpow_one]
    field_simp
  · have hp' : 0 < p.2 := hp
    have hc : ContDiffAt ℝ 2 kineticEnergy p :=
      ContDiffAt.div (f := fun q : ℝ × ℝ => q.1 ^ 2) (g := fun q : ℝ × ℝ => 2 * q.2)
        (by fun_prop) (by fun_prop) (mul_pos two_pos hp').ne'
    exact ⟨hc.differentiableAt (by norm_num),
      (hc.fderiv_right (m := 1) one_add_one_eq_two.le).differentiableAt (by norm_num)⟩

end

end HomogeneousScaling
```

```lean
#print axioms HomogeneousScaling.euler_second_order
#print axioms HomogeneousScaling.hess_annihilates_iff
#print axioms HomogeneousScaling.homogeneous_derivatives
#print axioms HomogeneousScaling.gibbs_duhem
```

```
'HomogeneousScaling.euler_second_order' depends on axioms: [propext, Classical.choice, Quot.sound]
'HomogeneousScaling.hess_annihilates_iff' depends on axioms: [propext, Classical.choice, Quot.sound]
'HomogeneousScaling.homogeneous_derivatives' depends on axioms: [propext, Classical.choice, Quot.sound]
'HomogeneousScaling.gibbs_duhem' depends on axioms: [propext, Classical.choice, Quot.sound]
```
